# The integral of M²/(p² + M²)^(3/2) over all real momenta p is 2 for every M > 0

For a real number M > 0, the declaration states that the integral of M²/(p² + M²)^(3/2) over the whole real line is 2, whatever the value of M. If p is read as a one-dimensional momentum and E = √(p² + M²) as the energy of a free relativistic particle of mass M, in units where the speed of light is 1, the integrand is the derivative of the velocity p/E with respect to p. The proof establishes this derivative, shows that the integrand is integrable by comparing it with a Lorentzian, and finds that p/E tends to 1 and −1 at the two ends of the line. The integral is then the difference of these limits, 1 − (−1) = 2.

In Lean, a first try:

```lean
import Mathlib

open Matrix MeasureTheory Filter Topology

namespace GoldstoneWilczek

noncomputable section

/-- The integral of `M² / (p² + M²)^(3/2)` over all momenta is `2`. -/
theorem momentum_integral {M : ℝ} (hM : 0 < M) :
    ∫ p : ℝ, M ^ 2 / √(p ^ 2 + M ^ 2) ^ 3 = 2 := by
  have hE : ∀ p : ℝ, 0 < √(p ^ 2 + M ^ 2) := fun p => Real.sqrt_pos.2 (by positivity)
  have hsq : ∀ p : ℝ, √(p ^ 2 + M ^ 2) ^ 2 = p ^ 2 + M ^ 2 :=
    fun p => Real.sq_sqrt (by positivity)
  -- the antiderivative is the velocity p / E
  have hder : ∀ p : ℝ, HasDerivAt (fun q : ℝ => q / √(q ^ 2 + M ^ 2))
      (M ^ 2 / √(p ^ 2 + M ^ 2) ^ 3) p := by
    intro p
    have hq : HasDerivAt (fun q : ℝ => q ^ 2 + M ^ 2) (2 * p) p := by
      simpa using (hasDerivAt_pow 2 p).add_const (M ^ 2)
    have hs := (hq.sqrt (by positivity)).congr_deriv (mul_div_mul_left _ _ two_ne_zero)
    have key : ∀ E : ℝ, 0 < E → E ^ 2 = p ^ 2 + M ^ 2 →
        (1 * E - p * (p / E)) / E ^ 2 = M ^ 2 / E ^ 3 := by
      intro E h h2
      have h3 : M ^ 2 = E ^ 2 - p ^ 2 := by linarith
      rw [h3]
      field_simp
    exact ((hasDerivAt_id' p).fun_div hs (hE p).ne').congr_deriv (key _ (hE p) (hsq p))
  -- integrability by comparison with a Lorentzian
  have hint : Integrable (fun p : ℝ => M ^ 2 / √(p ^ 2 + M ^ 2) ^ 3) := by
    have hg := (integrable_inv_one_add_sq.comp_div hM.ne').const_mul M⁻¹
    refine hg.mono' (Continuous.aestronglyMeasurable ?_) (ae_of_all _ fun p => ?_)
    · exact continuous_const.div (by fun_prop) fun p => (pow_pos (hE p) 3).ne'
    · have hL : (1 + (p / M) ^ 2)⁻¹ = M ^ 2 / √(p ^ 2 + M ^ 2) ^ 2 := by
        rw [hsq, eq_div_iff (by positivity), inv_mul_eq_iff_eq_mul₀ (by positivity)]
        field_simp <;> ring
      have hME : M ≤ √(p ^ 2 + M ^ 2) := (Real.le_sqrt' hM).2 (by nlinarith [sq_nonneg p])
      rw [Real.norm_of_nonneg (by positivity), hL]
      calc M ^ 2 / √(p ^ 2 + M ^ 2) ^ 3
          = (√(p ^ 2 + M ^ 2))⁻¹ * (M ^ 2 / √(p ^ 2 + M ^ 2) ^ 2) := by ring
        _ ≤ M⁻¹ * (M ^ 2 / √(p ^ 2 + M ^ 2) ^ 2) :=
          mul_le_mul_of_nonneg_right (inv_anti₀ hM hME) (by positivity)
  have htop : Tendsto (fun p : ℝ => p / √(p ^ 2 + M ^ 2)) atTop (𝓝 1) := by
    have h0 : Tendsto (fun p : ℝ => M / p) atTop (𝓝 0) :=
      tendsto_const_nhds.div_atTop tendsto_id
    have hc : ContinuousAt (fun u : ℝ => (√(1 + u ^ 2))⁻¹) 0 :=
      ContinuousAt.inv₀ (by fun_prop) (by simp)
    have h1 : Tendsto (fun p : ℝ => (√(1 + (M / p) ^ 2))⁻¹) atTop (𝓝 1) := by
      simpa using hc.tendsto.comp h0
    refine h1.congr' ?_
    filter_upwards [eventually_gt_atTop 0] with p hp
    have h2 : p ^ 2 + M ^ 2 = p ^ 2 * (1 + (M / p) ^ 2) := by field_simp
    rw [h2, Real.sqrt_mul (sq_nonneg p), Real.sqrt_sq hp.le, div_mul_eq_div_div,
      div_self hp.ne', one_div]
  have hbot : Tendsto (fun p : ℝ => p / √(p ^ 2 + M ^ 2)) atBot (𝓝 (-1)) := by
    refine (htop.comp tendsto_neg_atBot_atTop).neg.congr fun p => ?_
    simp [neg_div]
  rw [integral_of_hasDerivAt_of_tendsto hder hint hbot htop]
  norm_num

end

end GoldstoneWilczek
```

The error:

```
Main.lean:49:6: error: Type mismatch: After simplification, term
  Tendsto.comp (ContinuousAt.tendsto hc) h0
 has type
  @Tendsto ℝ ℝ ((fun u => (√(1 + u ^ 2))⁻¹) ∘ fun p => M / p) atTop (𝓝 1)
but is expected to have type
  @Tendsto ℝ ℝ (fun p => (√(1 + (M / p) ^ 2))⁻¹) atTop (𝓝 1)
```

Diagnosis. The error is in `h1`, the limit of 1/√(1 + (M/p)²) as p grows. The term `hc.tendsto.comp h0` proves the right limit, and after simplification both sides have the target `𝓝 1`. But the function in the term is still written as a composition with `∘`, while the goal has the single function `fun p => (√(1 + (M / p) ^ 2))⁻¹`. The two are equal by definition, but `simpa` did not unfold the composition, either in simplifying or in its final comparison, and so reported a type mismatch.

Adding `Function.comp_def` to the simplifier's lemmas rewrites `f ∘ g` as `fun x => f (g x)`, which gives the function the form the goal expects.

The other change, in the proof of `hL`, is mere tidying, since Lean reported no error there. It replaces `field_simp <;> ring` with an explicit derivation of the same equality from `p / M * M = p`.

Fix (accepted with no message):

```diff
@@ -34,5 +34,6 @@
     · have hL : (1 + (p / M) ^ 2)⁻¹ = M ^ 2 / √(p ^ 2 + M ^ 2) ^ 2 := by
         rw [hsq, eq_div_iff (by positivity), inv_mul_eq_iff_eq_mul₀ (by positivity)]
-        field_simp <;> ring
+        have hc : p / M * M = p := by field_simp
+        linear_combination (-(p / M * M + p)) * hc
       have hME : M ≤ √(p ^ 2 + M ^ 2) := (Real.le_sqrt' hM).2 (by nlinarith [sq_nonneg p])
       rw [Real.norm_of_nonneg (by positivity), hL]
@@ -47,5 +48,5 @@
       ContinuousAt.inv₀ (by fun_prop) (by simp)
     have h1 : Tendsto (fun p : ℝ => (√(1 + (M / p) ^ 2))⁻¹) atTop (𝓝 1) := by
-      simpa using hc.tendsto.comp h0
+      simpa [Function.comp_def] using hc.tendsto.comp h0
     refine h1.congr' ?_
     filter_upwards [eventually_gt_atTop 0] with p hp
```
